# In finite dimension, an abelian lattice symmetry leaves at least one ground state with an invariant density

If a degenerate ground level contained no state with a symmetric density, the uniform density on a ring of equivalent sites might belong to no single ground state, only to a mixture. I ran into this with one particle on three sites, with amplitudes f₁, f₂, f₃ and energy |f₁ + f₂ + f₃|². My diagonaliser returned (1, −1, 0)/√2, whose density is ½, ½, 0, although the Hamiltonian treats all three sites alike. Is there always a pure ground state whose density has the symmetry of the lattice, or was I lucky whenever I found one?

## A common eigenvector of the translations has the density you want

There is always one, provided that the state space is finite-dimensional and the symmetries act by unitaries that commute with one another, as the translations of your three sites do. In your example (1, ω, ω²)/√3 with ω = exp(2πi/3) is a ground state, and its density is ⅓ on each site.

In general, let H be Hermitian on a nonzero finite-dimensional complex space V, and let n_i be the occupation operator of site i. An abelian group G acts on V by unitaries U_g with U_g U_h = U_gh, and on the sites by i ↦ g·i, such that

U_g H = H U_g,  U_g⁻¹ n_i U_g = n_{g·i}.

First find the ground level. Take an orthonormal eigenbasis b_j of H with eigenvalues E_j, the smallest being E. For every φ,

⟨φ, Hφ⟩ = Σ_j E_j |⟨b_j, φ⟩|² ≥ E Σ_j |⟨b_j, φ⟩|² = E ‖φ‖².

So every unit vector in the eigenspace W of E is a ground state. The symmetry maps W into itself: if Hφ = Eφ, then H U_g φ = U_g Hφ = E U_g φ.

Now choose a nonzero subspace M of W that is invariant under all U_g and as small as possible. Fix g. On M, U_g has an eigenvalue c, and the vectors x in M with U_g x = cx form a nonzero subspace M_c. It is again invariant, because

U_g U_k x = U_k U_g x = c U_k x.

Since M is minimal, M_c = M. Hence every nonzero vector of M is an eigenvector of U_g, and this holds for each g. Normalise one of them and call it ψ, so that U_g ψ = cψ with c depending on g. Unitarity gives

1 = ⟨ψ, ψ⟩ = ⟨U_g ψ, U_g ψ⟩ = |c|²,

and the phase drops out of the density:

⟨ψ, n_{g·i} ψ⟩ = ⟨ψ, U_g⁻¹ n_i U_g ψ⟩ = ⟨U_g ψ, n_i U_g ψ⟩ = |c|² ⟨ψ, n_i ψ⟩ = ⟨ψ, n_i ψ⟩.

If the group also connects all L sites and Σ_i n_i = N on V, the L densities are equal and add up to N, so each is N/L.

Symmetrising your state by summing its translates does not work in general. The three translates of (1, −1, 0)/√2 add up to zero. The state must be allowed to pick up a phase under translation; only its density has to be invariant.

Here is the argument in Lean, with your model extended to any finite abelian group.

```lean
import Mathlib

open ComplexConjugate

namespace SymmetricGroundDensity

noncomputable section

variable {V : Type*} [NormedAddCommGroup V] [InnerProductSpace ℂ V]
variable {G ι : Type*}

/-- The real part of `⟨ψ, A ψ⟩`; for Hermitian `A` and a unit vector `ψ` this is the
expectation value of `A`. -/
def expect (A : Module.End ℂ V) (ψ : V) : ℝ := (inner ℂ ψ (A ψ)).re

/-- A ground state of `H` is a unit vector whose energy is lowest among all unit vectors. -/
def IsGroundState (H : Module.End ℂ V) (ψ : V) : Prop :=
  ‖ψ‖ = 1 ∧ ∀ φ : V, ‖φ‖ = 1 → expect H ψ ≤ expect H φ

/-- The group acts by unitaries `U g` that commute with `H` and permute the site
operators: `U g⁻¹ n i U g = n (g • i)`. -/
structure IsLatticeSymmetry [Group G] [MulAction G ι] (H : Module.End ℂ V)
    (n : ι → Module.End ℂ V) (U : G →* Module.End ℂ V) : Prop where
  unitary : ∀ g x y, inner ℂ (U g x) (U g y) = inner ℂ x y
  commute : ∀ g x, U g (H x) = H (U g x)
  covariant : ∀ g i x, U g⁻¹ (n i (U g x)) = n (g • i) x

/-- A Hermitian operator on a nonzero finite-dimensional space has an eigenvalue `E` that bounds the
energies of all unit vectors from below; for general `φ` the bound is `E ‖φ‖²`. -/
theorem exists_ground_energy [FiniteDimensional ℂ V] [Nontrivial V] {H : Module.End ℂ V}
    (hH : LinearMap.IsSymmetric H) :
    ∃ E : ℝ, (∃ φ : V, φ ≠ 0 ∧ H φ = (E : ℂ) • φ) ∧ ∀ φ : V, E * ‖φ‖ ^ 2 ≤ expect H φ := by
  have : Nonempty (Fin (Module.finrank ℂ V)) := ⟨⟨0, Module.finrank_pos⟩⟩
  obtain ⟨b, hb⟩ : ∃ b : OrthonormalBasis (Fin (Module.finrank ℂ V)) ℂ V,
      ∀ j, H (b j) = ((hH.eigenvalues rfl j : ℝ) : ℂ) • b j :=
    ⟨hH.eigenvectorBasis rfl, hH.apply_eigenvectorBasis rfl⟩
  obtain ⟨i, hi⟩ := Finite.exists_min (hH.eigenvalues rfl)
  refine ⟨hH.eigenvalues rfl i, ⟨b i, b.orthonormal.ne_zero i, hb i⟩, fun φ => ?_⟩
  have hz : ∀ (z : ℂ) (r : ℝ), (conj z * (r * z)).re = r * ‖z‖ ^ 2 := by
    intro z r
    rw [Complex.sq_norm, Complex.normSq_apply]
    simp
    ring
  -- `expect H φ` is the sum of the eigenvalues weighted by `|⟨b j, φ⟩|²`
  have key : expect H φ = ∑ j, hH.eigenvalues rfl j * ‖inner ℂ (b j) φ‖ ^ 2 := by
    unfold expect
    rw [← b.sum_inner_mul_inner φ (H φ), Complex.re_sum]
    refine Finset.sum_congr rfl fun j _ => ?_
    rw [← hH (b j) φ, hb j, inner_smul_left, Complex.conj_ofReal,
      ← inner_conj_symm φ (b j), hz]
  rw [key, ← b.sum_sq_norm_inner_right φ, Finset.mul_sum]
  exact Finset.sum_le_sum fun j _ => mul_le_mul_of_nonneg_right (hi j) (sq_nonneg _)

/-- Commuting operators that leave a nonzero subspace `W` of a finite-dimensional complex space
invariant have a common eigenvector in `W`. -/
theorem exists_common_eigenvector [FiniteDimensional ℂ V] (A : G → Module.End ℂ V)
    (hA : ∀ g h x, A g (A h x) = A h (A g x)) (W : Submodule ℂ V) (hW : W ≠ ⊥)
    (hinv : ∀ g, ∀ x ∈ W, A g x ∈ W) :
    ∃ ψ ∈ W, ψ ≠ 0 ∧ ∀ g, ∃ c : ℂ, A g ψ = c • ψ := by
  -- take a minimal nonzero invariant subspace `M` of `W`
  obtain ⟨M, ⟨hMW, hM0, hMinv⟩, hmin⟩ :=
    (wellFounded_lt : WellFounded ((· < ·) : Submodule ℂ V → Submodule ℂ V → Prop)).has_min
      {M | M ≤ W ∧ M ≠ ⊥ ∧ ∀ g, ∀ x ∈ M, A g x ∈ M} ⟨W, le_rfl, hW, hinv⟩
  obtain ⟨ψ, hψ, hψ0⟩ := Submodule.exists_mem_ne_zero_of_ne_bot hM0
  refine ⟨ψ, hMW hψ, hψ0, fun g => ?_⟩
  have : Nontrivial M := Submodule.nontrivial_iff_ne_bot.mpr hM0
  obtain ⟨c, hc⟩ := Module.End.exists_eigenvalue ((A g).restrict (hMinv g))
  obtain ⟨v, hv⟩ := hc.exists_hasEigenvector
  have hv' : A g (v : V) = c • (v : V) := congrArg Subtype.val hv.apply_eq_smul
  have hv0 : (v : V) ≠ 0 := fun h => hv.2 (Subtype.ext h)
  by_contra hne
  -- otherwise an eigenspace of `A g` would cut out a smaller invariant subspace
  refine hmin (M ⊓ Module.End.eigenspace (A g) c) ⟨inf_le_left.trans hMW, ?_, ?_⟩
    (lt_of_le_of_ne inf_le_left ?_)
  · intro h
    exact hv0 ((Submodule.eq_bot_iff _).mp h v ⟨v.2, Module.End.mem_eigenspace_iff.mpr hv'⟩)
  · rintro k x ⟨hx, hxe⟩
    refine ⟨hMinv k x hx, Module.End.mem_eigenspace_iff.mpr ?_⟩
    rw [hA g k x, Module.End.mem_eigenspace_iff.mp hxe, map_smul]
  · intro h
    exact hne ⟨c, Module.End.mem_eigenspace_iff.mp (h.ge hψ).2⟩

/-- Let `U` be a lattice symmetry. If a unit vector is only multiplied by a number under `U g`, its
density takes the same value at the sites `i` and `g • i`. -/
theorem density_eq_of_eigenvector [Group G] [MulAction G ι] {H : Module.End ℂ V}
    {n : ι → Module.End ℂ V} {U : G →* Module.End ℂ V} (hU : IsLatticeSymmetry H n U)
    {ψ : V} (hψ : ‖ψ‖ = 1) {g : G} {c : ℂ} (hc : U g ψ = c • ψ) (i : ι) :
    expect (n (g • i)) ψ = expect (n i) ψ := by
  -- unitarity makes `c` a phase
  have h1 : conj c * c = 1 := by
    have h := hU.unitary g ψ ψ
    rw [hc, inner_smul_left, inner_smul_right, inner_self_eq_norm_sq_to_K, hψ] at h
    simpa using h
  have h2 : ∀ x, U g (U g⁻¹ x) = x := fun x => by
    rw [← Module.End.mul_apply, ← map_mul, mul_inv_cancel, map_one, Module.End.one_apply]
  unfold expect
  rw [← hU.covariant g i ψ, ← hU.unitary g, h2, hc, map_smul, inner_smul_left,
    inner_smul_right, ← mul_assoc, h1, one_mul]

/-- An abelian lattice symmetry of a Hermitian `H` on a nonzero finite-dimensional space
has a ground state that is a common eigenvector of all `U g`. -/
theorem exists_symmetry_adapted_ground_state [FiniteDimensional ℂ V] [Nontrivial V]
    [CommGroup G] [MulAction G ι] {H : Module.End ℂ V} (hH : LinearMap.IsSymmetric H)
    {n : ι → Module.End ℂ V} {U : G →* Module.End ℂ V} (hU : IsLatticeSymmetry H n U) :
    ∃ ψ, IsGroundState H ψ ∧ ∀ g, ∃ c : ℂ, U g ψ = c • ψ := by
  obtain ⟨E, ⟨φ, hφ0, hφ⟩, hE⟩ := exists_ground_energy hH
  obtain ⟨ψ, hψ, hψ0, hc⟩ := exists_common_eigenvector (fun g => U g)
    (fun g h x => by
      rw [← Module.End.mul_apply, ← map_mul, mul_comm, map_mul, Module.End.mul_apply])
    (Module.End.eigenspace H (E : ℂ))
    (fun h => hφ0 ((Submodule.eq_bot_iff _).mp h φ (Module.End.mem_eigenspace_iff.mpr hφ)))
    (fun g x hx => Module.End.mem_eigenspace_iff.mpr (by
      rw [← hU.commute, Module.End.mem_eigenspace_iff.mp hx, map_smul]))
  have hn : ‖((‖ψ‖ : ℂ)⁻¹) • ψ‖ = 1 := norm_smul_inv_norm hψ0
  refine ⟨((‖ψ‖ : ℂ)⁻¹) • ψ, ⟨hn, fun χ hχ => ?_⟩, fun g => ?_⟩
  · have he : expect H (((‖ψ‖ : ℂ)⁻¹) • ψ) = E := by
      unfold expect
      rw [map_smul, Module.End.mem_eigenspace_iff.mp hψ, smul_comm, inner_smul_right,
        inner_self_eq_norm_sq_to_K, hn]
      simp
    have h := hE χ
    rw [hχ] at h
    linarith
  · obtain ⟨c, h⟩ := hc g
    exact ⟨c, by rw [map_smul, h, smul_comm]⟩

/-- For an abelian lattice symmetry of a Hermitian `H` on a nonzero finite-dimensional
space, some ground state has a density invariant under the group. -/
theorem exists_ground_state_invariant_density [FiniteDimensional ℂ V] [Nontrivial V]
    [CommGroup G] [MulAction G ι] {H : Module.End ℂ V} (hH : LinearMap.IsSymmetric H)
    {n : ι → Module.End ℂ V} {U : G →* Module.End ℂ V} (hU : IsLatticeSymmetry H n U) :
    ∃ ψ, IsGroundState H ψ ∧ ∀ (g : G) (i : ι), expect (n (g • i)) ψ = expect (n i) ψ := by
  obtain ⟨ψ, hψ, hc⟩ := exists_symmetry_adapted_ground_state hH hU
  refine ⟨ψ, hψ, fun g i => ?_⟩
  obtain ⟨c, h⟩ := hc g
  exact density_eq_of_eigenvector hU hψ.1 h i

/-- Take an abelian lattice symmetry of a Hermitian `H` on a nonzero finite-dimensional space, with
finitely many sites. If the group connects all sites and the site operators add up to the fixed
number `N`, some ground state has the same density at every site: `N` over the number of sites. -/
theorem exists_ground_state_uniform_density [FiniteDimensional ℂ V] [Nontrivial V]
    [CommGroup G] [MulAction G ι] [MulAction.IsPretransitive G ι] [Fintype ι]
    {H : Module.End ℂ V} (hH : LinearMap.IsSymmetric H)
    {n : ι → Module.End ℂ V} {U : G →* Module.End ℂ V} (hU : IsLatticeSymmetry H n U)
    {N : ℝ} (hN : ∀ x, ∑ i, n i x = (N : ℂ) • x) :
    ∃ ψ, IsGroundState H ψ ∧ ∀ i, (Fintype.card ι : ℝ) * expect (n i) ψ = N := by
  obtain ⟨ψ, hψ, hinv⟩ := exists_ground_state_invariant_density hH hU
  refine ⟨ψ, hψ, fun i => ?_⟩
  have hsum : ∑ j, expect (n j) ψ = N := by
    unfold expect
    rw [← Complex.re_sum, ← inner_sum, hN, inner_smul_right, inner_self_eq_norm_sq_to_K, hψ.1]
    simp
  have hconst : ∀ j, expect (n j) ψ = expect (n i) ψ := fun j => by
    obtain ⟨g, rfl⟩ := MulAction.exists_smul_eq G i j
    exact hinv g i
  rw [← hsum, Finset.sum_congr rfl fun j _ => hconst j]
  simp

section Model

variable [CommGroup G] [Fintype G]

/-- Translations of a one-particle wave function whose sites are the group elements. -/
def translate : G →* Module.End ℂ (EuclideanSpace ℂ G) where
  toFun g :=
    { toFun := fun f => WithLp.toLp 2 fun x => f (g * x)
      map_add' := fun _ _ => by ext x; simp
      map_smul' := fun _ _ => by ext x; simp }
  map_one' := LinearMap.ext fun f => by ext x; simp
  map_mul' g h := LinearMap.ext fun f => by
    ext x
    simp [mul_assoc, mul_left_comm]

/-- The occupation of site `i` by the particle: the projection on that site. -/
def site [DecidableEq G] (i : G) : Module.End ℂ (EuclideanSpace ℂ G) where
  toFun f := WithLp.toLp 2 fun x => if x = i then f x else 0
  map_add' _ _ := by ext x; by_cases h : x = i <;> simp [h]
  map_smul' _ _ := by ext x; by_cases h : x = i <;> simp [h]

/-- Hopping with equal amplitude `1` between all sites, including each site with itself. -/
def hop : Module.End ℂ (EuclideanSpace ℂ G) where
  toFun f := WithLp.toLp 2 fun _ => ∑ y, f y
  map_add' _ _ := by ext x; simp [Finset.sum_add_distrib]
  map_smul' _ _ := by ext x; simp [Finset.mul_sum]

/-- The all-to-all hopping model on a finite abelian group is Hermitian, and the
translations are a lattice symmetry of it. -/
theorem hop_witness [DecidableEq G] :
    LinearMap.IsSymmetric (hop (G := G)) ∧
      IsLatticeSymmetry (hop (G := G)) site translate := by
  refine ⟨fun f k => ?_, ⟨fun g f k => ?_, fun g f => ?_, fun g i f => ?_⟩⟩
  · simp [hop, PiLp.inner_apply, ← Finset.sum_mul, ← Finset.mul_sum]
  · simp only [PiLp.inner_apply]
    exact Equiv.sum_comp (Equiv.mulLeft g) (fun x => inner ℂ (f x) (k x))
  · ext x
    exact (Equiv.sum_comp (Equiv.mulLeft g) (fun y => f y)).symm
  · ext x
    simp [translate, site, inv_mul_eq_iff_eq_mul]

/-- With at least three sites `a`, `b`, `c`, the all-to-all hopping model also has a ground
state whose density is not invariant under translations. -/
theorem exists_ground_state_not_invariant [DecidableEq G] {a b c : G}
    (hab : a ≠ b) (hac : a ≠ c) (hbc : b ≠ c) :
    ∃ ψ, IsGroundState (hop (G := G)) ψ ∧
      ∃ g i : G, expect (site (g • i)) ψ ≠ expect (site i) ψ := by
  have hE : ∀ f : EuclideanSpace ℂ G, expect hop f = ‖∑ x, f x‖ ^ 2 := fun f => by
    have h : inner ℂ f (hop f) = (∑ x, f x) * conj (∑ x, f x) := by
      simp [hop, PiLp.inner_apply, ← Finset.mul_sum]
    rw [expect, h, Complex.mul_conj, Complex.ofReal_re, Complex.normSq_eq_norm_sq]
  have hD : ∀ (i : G) (f : EuclideanSpace ℂ G), expect (site i) f = ‖f i‖ ^ 2 := fun i f => by
    have h : inner ℂ f (site i f) = f i * conj (f i) := by
      simp [site, PiLp.inner_apply]
    rw [expect, h, Complex.mul_conj, Complex.ofReal_re, Complex.normSq_eq_norm_sq]
  obtain ⟨s, hs⟩ : ∃ s : ℂ, ‖s‖ ^ 2 = 1 / 2 := ⟨((√(1 / 2) : ℝ) : ℂ), by
    rw [Complex.norm_real, Real.norm_eq_abs, sq_abs, Real.sq_sqrt (by norm_num)]⟩
  -- opposite amplitudes on `a` and `b`, nothing elsewhere
  let ψ : EuclideanSpace ℂ G :=
    WithLp.toLp 2 fun x => (if x = a then s else 0) - (if x = b then s else 0)
  have hψ : ∀ x, ‖ψ x‖ ^ 2 = (if x = a then 1 / 2 else 0) + (if x = b then 1 / 2 else 0) := by
    intro x
    change ‖(if x = a then s else 0) - (if x = b then s else 0)‖ ^ 2 = _
    by_cases ha : x = a
    · have hb : x ≠ b := fun h => hab (ha.symm.trans h)
      rw [if_pos ha, if_neg hb, if_pos ha, if_neg hb, sub_zero, hs, add_zero]
    · by_cases hb : x = b
      · rw [if_neg ha, if_pos hb, if_neg ha, if_pos hb, zero_sub, norm_neg, hs, zero_add]
      · simp [ha, hb]
  have hsum : ∑ x, ψ x = 0 := by
    change ∑ x, ((if x = a then s else 0) - (if x = b then s else 0)) = 0
    simp [Finset.sum_sub_distrib]
  refine ⟨ψ, ⟨?_, fun φ _ => ?_⟩, a * c⁻¹, c, ?_⟩
  · have h : ‖ψ‖ ^ 2 = 1 := by
      rw [EuclideanSpace.norm_sq_eq, Finset.sum_congr rfl fun x _ => hψ x,
        Finset.sum_add_distrib, Finset.sum_ite_eq', Finset.sum_ite_eq']
      norm_num
    nlinarith [norm_nonneg ψ]
  · rw [hE, hE, hsum, norm_zero, zero_pow two_ne_zero]
    positivity
  · rw [smul_eq_mul, inv_mul_cancel_right, hD, hD, hψ, hψ, if_pos rfl, if_neg hab,
      if_neg hac.symm, if_neg hbc.symm]
    norm_num

end Model

end

end SymmetricGroundDensity
```

```lean
#print axioms SymmetricGroundDensity.exists_ground_state_invariant_density
#print axioms SymmetricGroundDensity.exists_ground_state_uniform_density
#print axioms SymmetricGroundDensity.exists_ground_state_not_invariant
```

```
'SymmetricGroundDensity.exists_ground_state_invariant_density' depends on axioms: [propext, Classical.choice, Quot.sound]
'SymmetricGroundDensity.exists_ground_state_uniform_density' depends on axioms: [propext, Classical.choice, Quot.sound]
'SymmetricGroundDensity.exists_ground_state_not_invariant' depends on axioms: [propext, Classical.choice, Quot.sound]
```

## What the Lean statements say about the lattice

`Module.End ℂ V` is the type of linear operators on V, and `LinearMap.IsSymmetric H` says that H is Hermitian. `expect A ψ` is the real part of ⟨ψ, Aψ⟩, which is the expectation value when A is Hermitian and ψ is a unit vector. `IsGroundState` means a unit vector of lowest energy among all unit vectors. The type `ι` labels the sites, and `g • i` is the site g·i.

The homomorphism `U : G →* Module.End ℂ V` carries the group law. `IsLatticeSymmetry` adds the physical conditions: inner products are preserved, H is unchanged, and the site operators are permuted.

The main theorem is `exists_ground_state_invariant_density`. Neither the group nor the set of sites has to be finite, and the n_i need not be Hermitian. H may contain interactions. `exists_ground_state_uniform_density` adds a finite set of sites, a group that connects them all (`MulAction.IsPretransitive`) and a fixed particle number (`hN`). It states the result as L times the density equals N.

In the explicit model the sites are the group elements, written multiplicatively. `hop` has amplitude +1, where the textbook form has −t, so in-phase amplitudes cost energy; it also includes a constant on-site term. `translate g` sends f(x) to f(gx), which moves a particle from site i to g⁻¹i. `hop_witness` confirms that this model meets the hypotheses for every finite abelian group. `exists_ground_state_not_invariant` is your observation: with at least three sites, some ground state has a density that is not invariant.

For lattice density functional theory, this means that a uniform density can be assigned to a pure ground state of a finite translation-invariant cluster whose translations connect all sites, even if the ground level is degenerate. If the unit cell contains several sites, the translations only make the density equal on corresponding sites of different cells. For several particles, interacting or not, you still have to construct the translations on the N-particle space and check the conditions of `IsLatticeSymmetry`; the code does this for one particle only. Non-abelian groups, and magnetic translations that commute only up to a phase, do not fit the hypotheses.

## From eigenbasis to density in the proof

`exists_ground_energy` picks the smallest eigenvalue with `Finite.exists_min`. Its step `key` is the expansion of the energy in the eigenbasis, and a term-by-term comparison gives the lower bound.

`exists_common_eigenvector` obtains M from the fact that a finite-dimensional space has no infinite descending chain of subspaces. It supposes that a chosen vector of M is not an eigenvector of U_g. Then M_c, written as the intersection of M with an eigenspace, would be a strictly smaller invariant subspace, which contradicts minimality.

`exists_symmetry_adapted_ground_state` applies this lemma to the ground level and normalises the vector. In `density_eq_of_eigenvector`, `h1` is |c|² = 1 and `h2` is U_g U_g⁻¹ = 1; the final rewriting is the chain of equalities for the density. The main theorem combines these two results. For the uniform density, `hsum` adds the densities up to N and `hconst` makes them equal.

`hop_witness` mostly relabels sums over the group. The last theorem first shows that the energy is |Σ_x f(x)|², which is never negative. It then puts opposite amplitudes of squared modulus ½ on sites a and b, which gives energy zero. The group element ac⁻¹ takes the empty site c to a, where the density is ½.
